# A damped image potential and a bulk step form a smooth barrier only if k < 4U0

Before I integrate the Schrödinger equation through a one-dimensional surface barrier, I choose the inner potential U0 and a damping parameter k, and then compute the two remaining parameters from A = 4U0/k − 1 and B = 2U0/A. In Hartree atomic units, with x the signed distance from the image plane, positive towards the vacuum, the barrier is

V(x) = −U0/(A exp(Bx) + 1) for x ≤ 0

V(x) = −(1 − exp(−kx))/(4x) for x > 0.

The formulas are meant to remove the kink at x = 0, but the image branch and its slope are both of the form 0/0 there, so I can't simply insert x = 0 and compare. Is the join really smooth, and is this the only pair that makes it so? I also tried U0 = 0.5 and k = 2.5, which gave A = −0.2. Is that barrier usable, or should I look for another pair?

## The join fixes A and B, and your trial k is too large

For k > 0 and A > 0, V is continuously differentiable exactly when A and B have the values you compute. Positive A and B of this kind exist exactly when k < 4U0. Your trial has k = 2.5 and 4U0 = 2, so no positive A and B will repair it. With U0 = 0.5 you need k < 2.

**Limits from the vacuum.** Apply L'Hôpital's rule to the image branch. The numerator −(1 − exp(−kx)) has derivative −k exp(−kx), and the denominator 4x has derivative 4, so

V(x) → −k/4 as x → 0⁺.

The quotient rule gives the slope for x > 0:

V′(x) = [1 − (1 + kx) exp(−kx)]/(4x²).

Its numerator has derivative −k exp(−kx) + k(1 + kx) exp(−kx) = k²x exp(−kx), and its denominator has derivative 8x. The ratio of the two is k² exp(−kx)/8, hence

V′(x) → k²/8 as x → 0⁺.

**Values at the plane from the bulk.** Differentiating the bulk branch gives

V′(x) = U0 A B exp(Bx)/(A exp(Bx) + 1)²,

so at x = 0 the value is −U0/(A + 1) and the slope is U0 A B/(A + 1)².

**Solving for A and B.** Equal values mean

k(A + 1) = 4U0, that is, A = 4U0/k − 1.

Equal slopes mean 8U0 A B = k²(A + 1)². Replacing 4U0 by k(A + 1) on the left gives

2AB · k(A + 1) = k²(A + 1)².

Dividing by k(A + 1), which is positive, leaves 2AB = k(A + 1) = 4U0, so B = 2U0/A. Conversely, the two formulas give k(A + 1) = 4U0 and AB = 2U0, and then both sides of the slope condition equal 16U0².

**Matching is the same as smoothness.** If the values match, V is continuous at 0. For small h ≠ 0 the mean value theorem gives (V(h) − V(0))/h = V′(ξ) with ξ between 0 and h. If the slopes match too, the right-hand side tends to their common value, so V′(0) exists and V′ is continuous there. In the other direction, a continuously differentiable V has one value and one slope at the plane, and the limits from both sides must equal them.

**The bound on k.** A = 4U0/k − 1 is positive exactly when k < 4U0. In that case U0 > 0, and B = 2U0/A is positive as well. Physically, the image branch meets the plane at −k/4, while a bulk step with U0 > 0 and A > 0 has already risen above −U0 there. The two can meet only if k/4 < U0.

## What goes wrong at A = −0.2

Your trial values give B = −5. The value and slope do match at the plane: both sides give −0.625 and 0.78125. But the bulk denominator is 1 − 0.2 exp(−5x), which vanishes at x = −(ln 5)/5 ≈ −0.32 bohr, and V diverges there. A denominator that is nonzero at the plane is therefore not enough for the equivalence. It must have no zero on the bulk side, and the hypothesis A > 0 guarantees this.

## The statement in Lean

`barrier U0 A B k` is V as a function from ℝ to ℝ, built from `bulkSide` and `imageSide`. The point x = 0 belongs to the bulk branch, so the quotient 0/0 is never used as a value of V. Energies are measured from the vacuum level, and the image plane is the origin.

`ContDiff ℝ 1 (barrier U0 A B k)` says that V is differentiable on the whole line with a continuous derivative. The theorem `barrier_contDiff_iff` assumes `0 < k` and `0 < A`, and states that this smoothness is equivalent to your two formulas. No sign is assumed for U0 or B.

The theorem `exists_smooth_match_iff` assumes only `0 < k`. It says that there are A and B, both positive, with a continuously differentiable barrier if and only if `k < 4 * U0`.

The parameter k is postulated: it stands for the way the classical image potential −1/(4x) saturates near the surface, and is not derived from the electronic response. The barrier is static, real and one-dimensional, with no corrugation parallel to the surface and no absorption. Nothing is said about the second derivative at the plane. Within this model, the result lets a low-energy electron diffraction or image-state calculation reject inadmissible pairs (U0, k) before any wave function is computed.

```lean
import Mathlib

open Filter Topology

namespace ImageSurfaceBarrier

noncomputable section

/-- Bulk branch of the barrier, a smooth step of depth `U0`; used with `A > 0`, where the
denominator is positive. -/
def bulkSide (U0 A B x : ℝ) : ℝ := -U0 / (A * Real.exp (B * x) + 1)

/-- Image branch of the barrier in Hartree units, the potential `-1/(4x)` damped near the
image plane; its domain is `x ≠ 0`. -/
def imageSide (k x : ℝ) : ℝ := -(1 - Real.exp (-(k * x))) / (4 * x)

/-- The surface barrier: bulk branch for `x ≤ 0`, image branch for `x > 0`. -/
def barrier (U0 A B k x : ℝ) : ℝ := if x ≤ 0 then bulkSide U0 A B x else imageSide k x

/-- Slope of the bulk branch; used with `A > 0`, where the denominator is positive. -/
def bulkSlope (U0 A B x : ℝ) : ℝ :=
  U0 * A * B * Real.exp (B * x) / (A * Real.exp (B * x) + 1) ^ 2

/-- Slope of the image branch; its domain is `x ≠ 0`. -/
def imageSlope (k x : ℝ) : ℝ := (1 - (1 + k * x) * Real.exp (-(k * x))) / (4 * x ^ 2)

/-- The slopes of the two branches, joined at the image plane. -/
def barrierSlope (U0 A B k x : ℝ) : ℝ :=
  if x ≤ 0 then bulkSlope U0 A B x else imageSlope k x

/-- The damping factor `exp(-kx)` has derivative `-k exp(-kx)`. -/
theorem hasDerivAt_damping (k x : ℝ) :
    HasDerivAt (fun y => Real.exp (-(k * y))) (-k * Real.exp (-(k * x))) x :=
  (((hasDerivAt_id' x).const_mul k).fun_neg.exp).congr_deriv (by ring)

/-- As the image plane is approached from the vacuum, the image branch tends to `-k/4`
and its slope to `k²/8`. -/
theorem image_limits (k : ℝ) :
    Tendsto (imageSide k) (𝓝[>] 0) (𝓝 (-k / 4)) ∧
      Tendsto (imageSlope k) (𝓝[>] 0) (𝓝 (k ^ 2 / 8)) := by
  have lim : ∀ (f : ℝ → ℝ) (c : ℝ), Continuous f → f 0 = c →
      Tendsto f (𝓝[>] 0) (𝓝 c) := fun f c hf h =>
    (hf.tendsto' 0 c h).mono_left nhdsWithin_le_nhds
  constructor
  · -- L'Hôpital's rule for the value
    exact HasDerivAt.lhopital_zero_nhdsGT
      (f := fun x => -(1 - Real.exp (-(k * x)))) (g := fun x => 4 * x)
      (f' := fun x => -k * Real.exp (-(k * x))) (g' := fun _ => 4)
      (Eventually.of_forall fun x =>
        ((hasDerivAt_damping k x).const_sub 1).fun_neg.congr_deriv (by ring))
      (Eventually.of_forall fun x =>
        ((hasDerivAt_id' x).const_mul (4 : ℝ)).congr_deriv (by ring))
      (Eventually.of_forall fun _ => by norm_num)
      (lim _ _ (by fun_prop) (by simp)) (lim _ _ (by fun_prop) (by simp))
      (lim _ _ (by fun_prop) (by simp))
  · -- L'Hôpital's rule for the slope
    refine HasDerivAt.lhopital_zero_nhdsGT
      (f := fun x => 1 - (1 + k * x) * Real.exp (-(k * x))) (g := fun x => 4 * x ^ 2)
      (f' := fun x => k ^ 2 * x * Real.exp (-(k * x))) (g' := fun x => 8 * x)
      (Eventually.of_forall fun x =>
        (((((hasDerivAt_id' x).const_mul k).const_add 1).fun_mul
          (hasDerivAt_damping k x)).const_sub 1).congr_deriv (by ring))
      (Eventually.of_forall fun x =>
        ((hasDerivAt_pow 2 x).const_mul (4 : ℝ)).congr_deriv (by norm_num; ring))
      ?_ (lim _ _ (by fun_prop) (by simp)) (lim _ _ (by fun_prop) (by simp)) ?_
    · filter_upwards [self_mem_nhdsWithin] with x hx
      have hx' : 0 < x := hx
      positivity
    · refine (lim (fun x => k ^ 2 * Real.exp (-(k * x)) / 8) _ (by fun_prop)
        (by simp)).congr' ?_
      filter_upwards [self_mem_nhdsWithin] with x hx
      have hx' : x ≠ 0 := ne_of_gt hx
      field_simp

/-- A function that follows a continuous `f` up to the plane and `g` beyond it is continuous
at the plane exactly when `f 0` equals the limit of `g` from the right. -/
theorem continuousAt_join_iff {F f g : ℝ → ℝ} {c : ℝ} (hneg : ∀ x ≤ 0, F x = f x)
    (hpos : ∀ x, 0 < x → F x = g x) (hf : ContinuousAt f 0)
    (hg : Tendsto g (𝓝[>] 0) (𝓝 c)) : ContinuousAt F 0 ↔ f 0 = c := by
  have hR : Tendsto F (𝓝[>] 0) (𝓝 c) := hg.congr' (by
    filter_upwards [self_mem_nhdsWithin] with x hx
    exact (hpos x hx).symm)
  have hL : Tendsto F (𝓝[<] 0) (𝓝 (f 0)) :=
    (hf.tendsto.mono_left nhdsWithin_le_nhds).congr' (by
      filter_upwards [self_mem_nhdsWithin] with x hx
      exact (hneg x (le_of_lt hx)).symm)
  have h0 : F 0 = f 0 := hneg 0 le_rfl
  constructor
  · intro h
    rw [← h0]
    exact tendsto_nhds_unique (h.tendsto.mono_left nhdsWithin_le_nhds) hR
  · intro e
    rw [continuousAt_iff_continuous_left'_right']
    unfold ContinuousWithinAt
    rw [h0]
    exact ⟨hL, e ▸ hR⟩

/-- For `k, A > 0`, values and slopes of the two branches agree at the image plane exactly
when `A = 4U0/k - 1` and `B = 2U0/A`. -/
theorem matching_iff {U0 A B k : ℝ} (hk : 0 < k) (hA : 0 < A) :
    (-U0 / (A + 1) = -k / 4 ∧ U0 * A * B / (A + 1) ^ 2 = k ^ 2 / 8) ↔
      A = 4 * U0 / k - 1 ∧ B = 2 * U0 / A := by
  have hA1 : A + 1 ≠ 0 := by positivity
  rw [div_eq_div_iff hA1 (by norm_num), div_eq_div_iff (pow_ne_zero 2 hA1) (by norm_num),
    eq_sub_iff_add_eq, eq_div_iff hk.ne', eq_div_iff hA.ne']
  constructor
  · rintro ⟨h1, h2⟩
    refine ⟨by linear_combination h1, ?_⟩
    have hne : k * (A + 1) ≠ 0 := mul_ne_zero hk.ne' hA1
    -- divide the slope condition by the common factor `k (A + 1)`
    have h3 : k * (A + 1) * (B * A) = k * (A + 1) * (2 * U0) := by
      linear_combination h2 / 2 + (A * B + k * (A + 1) / 2) * h1
    exact mul_left_cancel₀ hne h3
  · rintro ⟨h1, h2⟩
    exact ⟨by linear_combination h1,
      by linear_combination 8 * U0 * h2 - (4 * U0 + k * (A + 1)) * h1⟩

/-- For `A > 0`, the barrier has slope `barrierSlope` everywhere off the image plane. -/
theorem barrier_hasDerivAt {U0 A B k x : ℝ} (hA : 0 < A) (hx : x ≠ 0) :
    HasDerivAt (barrier U0 A B k) (barrierSlope U0 A B k x) x := by
  rcases lt_or_gt_of_ne hx with h | h
  · rw [barrierSlope, if_pos h.le]
    have hb : HasDerivAt (bulkSide U0 A B) (bulkSlope U0 A B x) x :=
      ((hasDerivAt_const x (-U0)).fun_div
        ((((hasDerivAt_id' x).const_mul B).exp.const_mul A).add_const 1)
        (by positivity)).congr_deriv (by unfold bulkSlope; ring)
    refine hb.congr_of_eventuallyEq ?_
    filter_upwards [Iio_mem_nhds h] with y hy
    exact if_pos (le_of_lt hy)
  · rw [barrierSlope, if_neg (not_le.mpr h)]
    have hi : HasDerivAt (imageSide k) (imageSlope k x) x :=
      (((hasDerivAt_damping k x).const_sub 1).fun_neg.fun_div
        ((hasDerivAt_id' x).const_mul (4 : ℝ))
        (by positivity)).congr_deriv (by unfold imageSlope; field_simp; ring)
    refine hi.congr_of_eventuallyEq ?_
    filter_upwards [Ioi_mem_nhds h] with y hy
    exact if_neg (not_le_of_gt hy)

/-- For `k, A > 0`, the barrier is continuously differentiable on the whole line if and only
if `A = 4U0/k - 1` and `B = 2U0/A`. -/
theorem barrier_contDiff_iff {U0 A B k : ℝ} (hk : 0 < k) (hA : 0 < A) :
    ContDiff ℝ 1 (barrier U0 A B k) ↔ A = 4 * U0 / k - 1 ∧ B = 2 * U0 / A := by
  have b0 : bulkSide U0 A B 0 = -U0 / (A + 1) := by simp [bulkSide]
  have s0 : bulkSlope U0 A B 0 = U0 * A * B / (A + 1) ^ 2 := by simp [bulkSlope]
  have cb : Continuous (bulkSide U0 A B) :=
    Continuous.div (by fun_prop) (by fun_prop) (fun x => by positivity)
  have cs : Continuous (bulkSlope U0 A B) :=
    Continuous.div (by fun_prop) (by fun_prop) (fun x => by positivity)
  have jV := continuousAt_join_iff (F := barrier U0 A B k) (fun _ h => if_pos h)
    (fun _ h => if_neg (not_le_of_gt h)) cb.continuousAt (image_limits k).1
  have jS := continuousAt_join_iff (F := barrierSlope U0 A B k) (fun _ h => if_pos h)
    (fun _ h => if_neg (not_le_of_gt h)) cs.continuousAt (image_limits k).2
  rw [b0] at jV
  rw [s0] at jS
  rw [← matching_iff hk hA, ← jV, ← jS, contDiff_one_iff_deriv]
  constructor
  · rintro ⟨hd, hc⟩
    refine ⟨hd.continuous.continuousAt, jS.mpr ?_⟩
    -- the continuous derivative has both one-sided slopes as its limit
    have hL : Tendsto (deriv (barrier U0 A B k)) (𝓝[<] 0) (𝓝 (bulkSlope U0 A B 0)) :=
      (cs.continuousAt.tendsto.mono_left nhdsWithin_le_nhds).congr' (by
        filter_upwards [self_mem_nhdsWithin] with x hx
        rw [(barrier_hasDerivAt hA (ne_of_lt hx)).deriv]
        exact (if_pos (le_of_lt hx)).symm)
    have hR : Tendsto (deriv (barrier U0 A B k)) (𝓝[>] 0) (𝓝 (k ^ 2 / 8)) :=
      (image_limits k).2.congr' (by
        filter_upwards [self_mem_nhdsWithin] with x hx
        rw [(barrier_hasDerivAt hA (ne_of_gt hx)).deriv]
        exact (if_neg (not_le_of_gt hx)).symm)
    have h0 := hc.continuousAt (x := 0)
    rw [← s0, ← tendsto_nhds_unique (h0.tendsto.mono_left nhdsWithin_le_nhds) hL]
    exact tendsto_nhds_unique (h0.tendsto.mono_left nhdsWithin_le_nhds) hR
  · rintro ⟨hV, hS⟩
    -- the derivative extends through the image plane
    have hD := hasDerivAt_of_hasDerivAt_of_ne'
      (fun y hy => barrier_hasDerivAt (U0 := U0) (B := B) (k := k) hA hy) hV hS
    refine ⟨fun x => (hD x).differentiableAt, ?_⟩
    rw [show deriv (barrier U0 A B k) = barrierSlope U0 A B k from
      funext fun x => (hD x).deriv, continuous_iff_continuousAt]
    intro x
    rcases lt_trichotomy x 0 with h | rfl | h
    · refine cs.continuousAt.congr ?_
      filter_upwards [Iio_mem_nhds h] with y hy
      exact (if_pos (le_of_lt hy)).symm
    · exact hS
    · have ci : ContinuousAt (imageSlope k) x :=
        ContinuousAt.div (by fun_prop) (by fun_prop) (by positivity)
      refine ci.congr ?_
      filter_upwards [Ioi_mem_nhds h] with y hy
      exact (if_neg (not_le_of_gt hy)).symm

/-- For given `U0` and `k > 0`, positive `A` and `B` that make the barrier continuously
differentiable exist if and only if `k < 4U0`. -/
theorem exists_smooth_match_iff {U0 k : ℝ} (hk : 0 < k) :
    (∃ A B : ℝ, 0 < A ∧ 0 < B ∧ ContDiff ℝ 1 (barrier U0 A B k)) ↔ k < 4 * U0 := by
  constructor
  · rintro ⟨A, B, hA, -, h⟩
    have h1 := ((barrier_contDiff_iff hk hA).mp h).1
    exact (one_lt_div hk).mp (by linarith)
  · intro h
    have hA : 0 < 4 * U0 / k - 1 := sub_pos.mpr ((one_lt_div hk).mpr h)
    have hU : 0 < U0 := by linarith
    exact ⟨_, 2 * U0 / (4 * U0 / k - 1), hA, by positivity,
      (barrier_contDiff_iff hk hA).mpr ⟨rfl, rfl⟩⟩

end

end ImageSurfaceBarrier
```

```lean
#print axioms ImageSurfaceBarrier.exists_smooth_match_iff
```

```
'ImageSurfaceBarrier.exists_smooth_match_iff' depends on axioms: [propext, Classical.choice, Quot.sound]
```

## From one-sided limits to a continuous derivative

`image_limits` contains the two applications of L'Hôpital's rule, with the numerators, denominators and their derivatives written out as above. It uses `hasDerivAt_damping`, the derivative of exp(−kx).

`continuousAt_join_iff` treats any function that follows `f` up to 0 and `g` beyond it. If `f` is continuous at 0 and `g` has the right-hand limit `c`, the joined function is continuous at 0 exactly when `f 0 = c`. The main proof uses it twice, as `jV` for the potential and as `jS` for `barrierSlope`, the joined slopes.

`matching_iff` is the algebra. It clears the denominators, and `linear_combination` checks the polynomial identities. The cancellation of k(A + 1) appears as `mul_left_cancel₀`. `barrier_hasDerivAt` supplies the slope away from the plane by the quotient rule on each side.

In `barrier_contDiff_iff`, a chain of rewrites turns the formulas for A and B into two continuity statements at 0, one for V and one for `barrierSlope`. It also splits `ContDiff ℝ 1` into differentiability and continuity of `deriv`. If V is smooth, its continuity at 0 is immediate. For the slopes, `deriv` tends to the bulk slope from the left and to k²/8 from the right, and `tendsto_nhds_unique` identifies both with its value at 0.

The other direction rests on Mathlib's `hasDerivAt_of_hasDerivAt_of_ne'`, which does the work of the mean value argument. It takes three inputs:

- away from one point, the function has a prescribed slope;
- the function is continuous at that point;
- the prescribed slope is continuous at that point.

It returns the prescribed slope as the derivative everywhere, including the exceptional point. Here the inputs are `barrier_hasDerivAt`, `hV` and `hS`, so no difference quotient at the plane has to be estimated. The second input matters: a step function has slope zero on both sides of its jump, and the constant slope zero is continuous, yet the step has no derivative at the jump. Once `deriv` is known to equal `barrierSlope`, its continuity is checked separately for x < 0, x = 0 and x > 0.

`exists_smooth_match_iff` then follows quickly. A smooth barrier with A > 0 forces 4U0/k − 1 > 0, hence k < 4U0. Conversely, if k < 4U0, the proof supplies your two formulas as the values of A and B and checks that both are positive.
